# The Laplacian gap of a connected graph with $n\ge 2$ sites and diameter $D$ is at least $2/((n-1)D)$

I take the gap of a hopping model to be the second-smallest eigenvalue of the graph Laplacian, counted with multiplicity. The model is one particle on $n\ge2$ sites, with energy $E(x)=\sum_{\{i,j\}}(x_i-x_j)^2$ summed over the bonds of a connected simple graph. If any two sites are at most $D$ bonds apart, non-zero amplitudes of zero sum must differ across some bond and pay for it, so I expect $E(x)\ge\|x\|^2/(nD)$ and a gap of at least $1/(nD)$. Can this be made rigorous and machine-checked?

## From bond differences to the gap

Yes, and with the stronger constant $2/((n-1)D)$. Let $L$ be the Laplacian, the degree matrix minus the adjacency matrix. Each bond appears twice among ordered pairs, so
$$x^{T}Lx=\tfrac12\sum_{i,j\ \text{adjacent}}(x_i-x_j)^2=E(x).$$

**Along a walk.** Let a walk start with the step $a\to b$ and continue to $c$ in $l$ further steps, whose squared differences sum to $S$. Put $d=x_a-x_b$ and $r=x_b-x_c$, and assume $r^2\le lS$. Then $(2dr)^2\le4ld^2S\le(ld^2+S)^2$, so $2dr\le ld^2+S$ and
$$(d+r)^2\le d^2+ld^2+S+lS=(l+1)(d^2+S).$$
By induction, the squared endpoint difference is at most the length times the sum of squared steps. A shortest path has length at most $D$ and repeats no bond, hence $(x_u-x_v)^2\le D\,E(x)$ for all sites $u,v$.

**Over all pairs.** If $\sum_i x_i=0$, the cross terms vanish and
$$2n\|x\|^2=\sum_{i,j}(x_i-x_j)^2\le n(n-1)D\,E(x),$$
because only the $n(n-1)$ ordered pairs of distinct sites contribute. Dividing by $n$ gives $2\|x\|^2\le(n-1)D\,E(x)$.

**To the eigenvalue.** Let $u,v$ now be orthonormal eigenvectors with eigenvalues $\lambda$ (second-smallest) and $\nu\le\lambda$ (smallest). Some combination $w=au+bv$, with real $a,b$ not both zero, has zero sum: take $a=\sum_i v_i$, $b=-\sum_i u_i$, or $a=0$, $b=1$ if $\sum_i v_i=0$. With $c=2/((n-1)D)$,
$$c(a^2+b^2)\le E(w)=a^2\lambda+b^2\nu\le(a^2+b^2)\lambda,$$
so $\lambda\ge c$. Since $n-1\le2n$, this implies $\lambda\ge1/(nD)$.

## A three-site chain

Here $n=3$ and $D=2$, so the bound is $1/2$, against $1/6$ from $1/(nD)$. The Laplacian eigenvalues are $0,1,3$, so the gap is $1$. The normalised vector $(1,0,-1)/\sqrt2$ has zero sum and energy $\tfrac12+\tfrac12=1$.

## Sites, bonds and eigenvalues in Lean

The finite type `V` is the set of sites, and `x : V → ℝ` holds real amplitudes, not necessarily normalised. `hoppingEnergy` sums `bondTerm` over unordered edges. `G.diam` is $D$, and `Nontrivial V` says $n\ge2$. Mathlib lists `eigenvalues₀` in decreasing order, so `hoppingGap` takes entry $n-2$, counting from zero.

`diameter_inequality` is the bound for $x$, and `hoppingGap_ge` the one for the gap. `hoppingGap_ge_simple` gives the two bounds with $1/(nD)$ from the opening. `dimer_equality` shows that the inequality for $x$ is an equality for all amplitudes of zero sum on two bonded sites.

For a single particle with Hamiltonian $L$ on a finite connected lattice with at least two sites, this bounds the first excitation energy from below. Indeed $E(x)\ge0$, with equality for uniform amplitudes, so the smallest eigenvalue is $0$ and the second-smallest is the excitation energy; this last remark is not part of the Lean code. In $L$ every bond has the hopping matrix element $-1$, and the on-site energy equals the number of neighbours. A model with the same hopping but equal on-site energies has the same gap if every site has the same number of neighbours; otherwise it is a different model, and the bound is not proved for it. Weighted bonds, interactions and infinite lattices are not covered.

```lean
import Mathlib

open Finset Matrix

namespace HoppingGapDiameter

noncomputable section

variable {V : Type*} [Fintype V] [DecidableEq V]

/-- The squared amplitude difference across a bond. -/
def bondTerm (x : V → ℝ) : Sym2 V → ℝ :=
  Sym2.lift ⟨fun i j => (x i - x j) ^ 2, fun _ _ => sub_sq_comm _ _⟩

/-- The hopping energy: the sum over edges of the squared amplitude differences. -/
def hoppingEnergy (G : SimpleGraph V) [DecidableRel G.Adj] (x : V → ℝ) : ℝ :=
  ∑ e ∈ G.edgeFinset, bondTerm x e

/-- The graph Laplacian is a Hermitian matrix. -/
theorem laplacian_isHermitian (G : SimpleGraph V) [DecidableRel G.Adj] :
    (G.lapMatrix ℝ).IsHermitian := by
  rw [Matrix.IsHermitian, Matrix.conjTranspose_eq_transpose_of_trivial]
  exact SimpleGraph.isSymm_lapMatrix ..

/-- The second-smallest eigenvalue of the graph Laplacian, counted with multiplicity
(the eigenvalues are listed in decreasing order). -/
def hoppingGap [Nontrivial V] (G : SimpleGraph V) [DecidableRel G.Adj] : ℝ :=
  (laplacian_isHermitian G).eigenvalues₀
    ⟨Fintype.card V - 2, Nat.sub_lt Fintype.card_pos two_pos⟩

/-- Summing over ordered pairs of neighbours counts the hopping energy twice. -/
theorem sum_neighbours (G : SimpleGraph V) [DecidableRel G.Adj] (x : V → ℝ) :
    (∑ i, ∑ j, if G.Adj i j then (x i - x j) ^ 2 else 0) = 2 * hoppingEnergy G x := by
  have h1 : (∑ i, ∑ j, if G.Adj i j then (x i - x j) ^ 2 else 0) =
      ∑ p ∈ univ.filter (fun p : V × V => G.Adj p.1 p.2), bondTerm x s(p.1, p.2) := by
    rw [Finset.sum_filter, Fintype.sum_prod_type]
    rfl
  rw [h1, ← Finset.sum_fiberwise_of_maps_to (g := fun p : V × V => s(p.1, p.2))
    (t := G.edgeFinset) (fun p hp => by simpa using hp), hoppingEnergy, Finset.mul_sum]
  refine Finset.sum_congr rfl fun e he => ?_
  induction e using Sym2.ind with
  | _ a b =>
    have hab : G.Adj a b := by simpa using he
    -- the two orientations of one edge
    have hf : (univ.filter (fun p : V × V => G.Adj p.1 p.2)).filter
        (fun p => s(p.1, p.2) = s(a, b)) = {(a, b), (b, a)} := by
      ext ⟨i, j⟩
      simp only [mem_filter, mem_univ, true_and, mem_insert, mem_singleton,
        Prod.mk.injEq, Sym2.eq_iff]
      constructor
      · rintro ⟨-, h⟩
        exact h
      · rintro (⟨rfl, rfl⟩ | ⟨rfl, rfl⟩)
        exacts [⟨hab, Or.inl ⟨rfl, rfl⟩⟩, ⟨hab.symm, Or.inr ⟨rfl, rfl⟩⟩]
    rw [hf, Finset.sum_pair (by simp [hab.ne])]
    change (x a - x b) ^ 2 + (x b - x a) ^ 2 = 2 * (x a - x b) ^ 2
    ring

/-- The quadratic form `xᵀ L x` of the graph Laplacian `L` is the hopping energy of `x`. -/
theorem laplacian_expectation (G : SimpleGraph V) [DecidableRel G.Adj] (x : V → ℝ) :
    x ⬝ᵥ (G.lapMatrix ℝ *ᵥ x) = hoppingEnergy G x := by
  rw [← Matrix.toLinearMap₂'_apply', SimpleGraph.lapMatrix_toLinearMap₂', sum_neighbours]
  ring

omit [Fintype V] [DecidableEq V] in
/-- Along a walk, the sum of the squared amplitude differences over the steps is non-negative, and
the squared amplitude difference of the endpoints is at most the length times that sum. -/
theorem walk_bound {G : SimpleGraph V} (x : V → ℝ) {u v : V} (p : G.Walk u v) :
    0 ≤ (p.edges.map (bondTerm x)).sum ∧
      (x u - x v) ^ 2 ≤ p.length * (p.edges.map (bondTerm x)).sum := by
  induction p with
  | nil => simp
  | @cons a b c h p ih =>
    obtain ⟨hS, ih⟩ := ih
    rw [SimpleGraph.Walk.length_cons, SimpleGraph.Walk.edges_cons, List.map_cons,
      List.sum_cons, show bondTerm x s(a, b) = (x a - x b) ^ 2 from rfl]
    push_cast
    generalize (p.edges.map (bondTerm x)).sum = S at *
    have hl : (0 : ℝ) ≤ p.length := Nat.cast_nonneg _
    generalize (p.length : ℝ) = l at *
    refine ⟨by positivity, ?_⟩
    -- the cross term is controlled by the arithmetic-geometric mean inequality
    have hsq : (2 * (x a - x b) * (x b - x c)) ^ 2 ≤ (l * (x a - x b) ^ 2 + S) ^ 2 := by
      nlinarith [mul_le_mul_of_nonneg_left ih (sq_nonneg (x a - x b)),
        sq_nonneg (l * (x a - x b) ^ 2 - S)]
    have hc := (le_abs_self _).trans (abs_le_of_sq_le_sq hsq (by positivity))
    linear_combination hc + ih

/-- In a connected graph the squared amplitude difference of any two sites is at most the
diameter times the hopping energy. -/
theorem pair_bound {G : SimpleGraph V} [DecidableRel G.Adj] (hG : G.Connected)
    (x : V → ℝ) (u v : V) : (x u - x v) ^ 2 ≤ G.diam * hoppingEnergy G x := by
  have := hG.nonempty
  obtain ⟨p, hp, hlen⟩ := hG.exists_path_of_dist u v
  have hD : p.length ≤ G.diam :=
    hlen ▸ SimpleGraph.dist_le_diam (SimpleGraph.connected_iff_ediam_ne_top.mp hG)
  -- a path uses every edge at most once
  have hE : (p.edges.map (bondTerm x)).sum ≤ hoppingEnergy G x := by
    rw [← List.sum_toFinset _ hp.isTrail.edges_nodup]
    refine Finset.sum_le_sum_of_subset_of_nonneg (fun e he => ?_) (fun e _ _ => ?_)
    · exact SimpleGraph.mem_edgeFinset.mpr (p.edges_subset_edgeSet (List.mem_toFinset.mp he))
    · induction e using Sym2.ind with
      | _ a b => exact sq_nonneg (x a - x b)
  obtain ⟨h0, h1⟩ := walk_bound x p
  exact h1.trans (mul_le_mul (Nat.cast_le.mpr hD) hE h0 (Nat.cast_nonneg _))

/-- For amplitudes of zero sum on a connected graph with `n` sites and diameter `D`, twice the
squared norm is at most `(n - 1) D` times the hopping energy. -/
theorem diameter_inequality {G : SimpleGraph V} [DecidableRel G.Adj] (hG : G.Connected)
    (x : V → ℝ) (hx : ∑ i, x i = 0) :
    2 * ∑ i, x i ^ 2 ≤ ((Fintype.card V : ℝ) - 1) * G.diam * hoppingEnergy G x := by
  have := hG.nonempty
  have hn : (0 : ℝ) < Fintype.card V := Nat.cast_pos.mpr Fintype.card_pos
  have hpair := pair_bound hG x
  generalize hC : (G.diam : ℝ) * hoppingEnergy G x = C at hpair
  have hrow : ∀ i, ∑ j, (x i - x j) ^ 2 =
      Fintype.card V * x i ^ 2 - 2 * x i * ∑ j, x j + ∑ j, x j ^ 2 := by
    intro i
    simp only [sub_sq, Finset.sum_add_distrib, Finset.sum_sub_distrib, ← Finset.mul_sum,
      Finset.sum_const, Finset.card_univ, nsmul_eq_mul]
  -- only pairs of distinct sites contribute
  have hle : ∀ i, ∑ j, (x i - x j) ^ 2 ≤ Fintype.card V * C - C := by
    intro i
    calc ∑ j, (x i - x j) ^ 2 ≤ ∑ j, (C - if i = j then C else 0) := by
          refine Finset.sum_le_sum fun j _ => ?_
          split_ifs with h
          · simp [h]
          · simpa using hpair i j
      _ = Fintype.card V * C - C := by simp [Finset.sum_sub_distrib]
  have htot := Finset.sum_le_sum fun i (_ : i ∈ (univ : Finset V)) => hle i
  simp only [hrow, hx, mul_zero, sub_zero, Finset.sum_add_distrib, ← Finset.mul_sum,
    Finset.sum_const, Finset.card_univ, nsmul_eq_mul] at htot
  rw [mul_assoc, hC]
  refine le_of_mul_le_mul_left ?_ hn
  linarith

/-- If the hopping energy is at least `c` times the squared norm for all amplitudes of zero
sum, then the second-smallest Laplacian eigenvalue is at least `c`. -/
theorem le_hoppingGap [Nontrivial V] (G : SimpleGraph V) [DecidableRel G.Adj] {c : ℝ}
    (h : ∀ x : V → ℝ, ∑ i, x i = 0 → c * ∑ i, x i ^ 2 ≤ hoppingEnergy G x) :
    c ≤ hoppingGap G := by
  -- orthonormal eigenvectors of the two lowest eigenvalues
  obtain ⟨u, v, ν, hν, hu, hv, huu, hvv, huv⟩ : ∃ (u v : V → ℝ) (ν : ℝ), ν ≤ hoppingGap G ∧
      G.lapMatrix ℝ *ᵥ u = hoppingGap G • u ∧ G.lapMatrix ℝ *ᵥ v = ν • v ∧
      u ⬝ᵥ u = 1 ∧ v ⬝ᵥ v = 1 ∧ u ⬝ᵥ v = 0 := by
    have hL := laplacian_isHermitian G
    have hcard : 1 < Fintype.card V := Fintype.one_lt_card
    let e : Fin (Fintype.card V) ≃ V := Fintype.equivOfCardEq (Fintype.card_fin _)
    have hval : ∀ k, hL.eigenvalues (e k) = hL.eigenvalues₀ k := by
      intro k
      simp [Matrix.IsHermitian.eigenvalues, e]
    have hon : ∀ i j, (hL.eigenvectorBasis i).ofLp ⬝ᵥ (hL.eigenvectorBasis j).ofLp =
        if i = j then (1 : ℝ) else 0 := by
      intro i j
      rw [← orthonormal_iff_ite.mp hL.eigenvectorBasis.orthonormal i j,
        EuclideanSpace.inner_eq_star_dotProduct, star_trivial, dotProduct_comm]
    let k : Fin (Fintype.card V) := ⟨Fintype.card V - 2, by omega⟩
    let l : Fin (Fintype.card V) := ⟨Fintype.card V - 1, by omega⟩
    have hkl : k ≠ l := fun hh => by
      have h2 : Fintype.card V - 2 = Fintype.card V - 1 := congrArg Fin.val hh
      omega
    have hle : k ≤ l := by
      change Fintype.card V - 2 ≤ Fintype.card V - 1
      omega
    refine ⟨(hL.eigenvectorBasis (e k)).ofLp, (hL.eigenvectorBasis (e l)).ofLp,
      hL.eigenvalues₀ l, hL.eigenvalues₀_antitone hle, ?_, ?_, ?_, ?_, ?_⟩
    · change _ = hL.eigenvalues₀ k • _
      rw [← hval]
      exact hL.mulVec_eigenvectorBasis _
    · rw [← hval]
      exact hL.mulVec_eigenvectorBasis _
    · rw [hon, if_pos rfl]
    · rw [hon, if_pos rfl]
    · rw [hon, if_neg (e.injective.ne hkl)]
  -- a non-zero combination of them has zero sum
  obtain ⟨a, b, hab, hsum⟩ : ∃ a b : ℝ, 0 < a ^ 2 + b ^ 2 ∧
      a * ∑ i, u i + b * ∑ i, v i = 0 := by
    by_cases hs : ∑ i, v i = 0
    · exact ⟨0, 1, by norm_num, by simp [hs]⟩
    · exact ⟨∑ i, v i, -∑ i, u i, add_pos_of_pos_of_nonneg
        (lt_of_le_of_ne (sq_nonneg _) (Ne.symm (pow_ne_zero 2 hs))) (sq_nonneg _), by ring⟩
  have hvu : v ⬝ᵥ u = 0 := by rw [dotProduct_comm, huv]
  have hw := h (a • u + b • v) (by
    simpa [Finset.sum_add_distrib, ← Finset.mul_sum] using hsum)
  have hnorm : ∑ i, (a • u + b • v) i ^ 2 = a ^ 2 + b ^ 2 := by
    calc ∑ i, (a • u + b • v) i ^ 2 = (a • u + b • v) ⬝ᵥ (a • u + b • v) :=
          Finset.sum_congr rfl fun i _ => sq _
      _ = a ^ 2 + b ^ 2 := by
          simp only [add_dotProduct, dotProduct_add, smul_dotProduct, dotProduct_smul,
            smul_eq_mul, huu, hvv, huv, hvu]
          ring
  have hen : hoppingEnergy G (a • u + b • v) = a ^ 2 * hoppingGap G + b ^ 2 * ν := by
    rw [← laplacian_expectation, Matrix.mulVec_add, Matrix.mulVec_smul, Matrix.mulVec_smul,
      hu, hv]
    simp only [add_dotProduct, dotProduct_add, smul_dotProduct, dotProduct_smul,
      smul_eq_mul, huu, hvv, huv, hvu]
    ring
  rw [hnorm, hen] at hw
  refine le_of_mul_le_mul_right ?_ hab
  nlinarith [mul_le_mul_of_nonneg_left hν (sq_nonneg b)]

/-- On a connected graph with `n ≥ 2` sites and diameter `D`, the second-smallest Laplacian
eigenvalue is at least `2 / ((n - 1) D)`. -/
theorem hoppingGap_ge [Nontrivial V] {G : SimpleGraph V} [DecidableRel G.Adj]
    (hG : G.Connected) :
    2 / (((Fintype.card V : ℝ) - 1) * G.diam) ≤ hoppingGap G := by
  have hn : (1 : ℝ) < Fintype.card V := by exact_mod_cast Fintype.one_lt_card (α := V)
  obtain ⟨u, v, huv⟩ := exists_pair_ne V
  have hD : (0 : ℝ) < G.diam := Nat.cast_pos.mpr ((hG.pos_dist_of_ne huv).trans_le
    (SimpleGraph.dist_le_diam (SimpleGraph.connected_iff_ediam_ne_top.mp hG)))
  refine le_hoppingGap G fun x hx => ?_
  rw [div_mul_eq_mul_div, div_le_iff₀ (mul_pos (sub_pos.mpr hn) hD)]
  linarith [diameter_inequality hG x hx]

/-- On a connected graph with `n ≥ 2` sites and diameter `D`, the second-smallest Laplacian
eigenvalue is at least `1 / (n D)`, and the hopping energy of amplitudes of zero sum is at
least their squared norm divided by `n D`. -/
theorem hoppingGap_ge_simple [Nontrivial V] {G : SimpleGraph V} [DecidableRel G.Adj]
    (hG : G.Connected) :
    1 / ((Fintype.card V : ℝ) * G.diam) ≤ hoppingGap G ∧
      ∀ x : V → ℝ, ∑ i, x i = 0 →
        (∑ i, x i ^ 2) / ((Fintype.card V : ℝ) * G.diam) ≤ hoppingEnergy G x := by
  have hn : (1 : ℝ) < Fintype.card V := by exact_mod_cast Fintype.one_lt_card (α := V)
  obtain ⟨u, v, huv⟩ := exists_pair_ne V
  have hD : (0 : ℝ) < G.diam := Nat.cast_pos.mpr ((hG.pos_dist_of_ne huv).trans_le
    (SimpleGraph.dist_le_diam (SimpleGraph.connected_iff_ediam_ne_top.mp hG)))
  have hnD : (0 : ℝ) < Fintype.card V * G.diam := mul_pos (by linarith) hD
  constructor
  · refine le_trans ?_ (hoppingGap_ge hG)
    rw [div_le_div_iff₀ hnD (mul_pos (sub_pos.mpr hn) hD)]
    linarith
  · intro x hx
    rw [div_le_iff₀ hnD]
    have h0 : 0 ≤ ∑ i, x i ^ 2 := Finset.sum_nonneg fun i _ => sq_nonneg _
    have h1 := (sq_nonneg _).trans (pair_bound hG x u v)
    linarith [diameter_inequality hG x hx]

/-- On the dimer, two sites joined by one bond, the diameter inequality is an equality for all
amplitudes of zero sum. -/
theorem dimer_equality (x : Fin 2 → ℝ) (hx : ∑ i, x i = 0) :
    2 * ∑ i, x i ^ 2 = ((Fintype.card (Fin 2) : ℝ) - 1) * (⊤ : SimpleGraph (Fin 2)).diam *
      hoppingEnergy (⊤ : SimpleGraph (Fin 2)) x := by
  have h := sum_neighbours (⊤ : SimpleGraph (Fin 2)) x
  simp only [Fin.sum_univ_two, SimpleGraph.top_adj, ne_eq, not_true_eq_false, zero_ne_one,
    one_ne_zero, not_false_eq_true, reduceIte] at h
  rw [Fin.sum_univ_two] at hx
  have h1 : x 1 = -x 0 := by linarith
  rw [h1] at h
  rw [SimpleGraph.diam_top, Fin.sum_univ_two, h1, Fintype.card_fin]
  push_cast
  linarith

end

end HoppingGapDiameter
```

```lean
#print axioms HoppingGapDiameter.hoppingGap_ge_simple
-- 'HoppingGapDiameter.hoppingGap_ge_simple' depends on axioms: [propext, Classical.choice, Quot.sound]
#print axioms HoppingGapDiameter.dimer_equality
-- 'HoppingGapDiameter.dimer_equality' depends on axioms: [propext, Classical.choice, Quot.sound]
```

## How the lemmas follow the derivation

`sum_neighbours` groups ordered pairs by edge and finds two orientations in each group; `laplacian_expectation` then identifies $x^TLx$ with the energy.

`walk_bound` is the induction. Its `hsq` is the squared estimate of the cross term, `hc` removes the square, and `linear_combination` adds the pieces. `pair_bound` picks a shortest path and uses its distinct edges to compare its sum with the full energy.

In `diameter_inequality`, `hrow` expands the square for fixed $i$, and `hle` subtracts the diagonal term, which turns $n$ into $n-1$. `le_hoppingGap` carries out the two-eigenvector argument for any constant $c$: `hnorm` and `hen` compute the norm and energy of $w$, and the last `nlinarith` uses $\nu\le\lambda$. `hoppingGap_ge` inserts the constant, after checking that $D>0$.
